# Distinct levels in the $F_z=1/2$ block of an electron coupled to a muon and a proton with nonzero hyperfine constants

One simple way to follow the levels of a muoniated radical through a field scan is to diagonalise the spin Hamiltonian at each field and, within a block of fixed total spin projection, join the eigenvalues by their energy order. Where two levels of the block cross, their order swaps and the joined curves exchange levels; if no two levels meet, each curve follows a single level. For one electron, one muon and one proton with isotropic, nonzero hyperfine constants and no direct muon–proton coupling, no two levels of the $F_z=1/2$ block ever meet.

## The Hamiltonian and its block

Let $\mathbf S,\mathbf I,\mathbf K$ be the dimensionless spin-1/2 operators of electron, muon and proton, and

$$H=B(g_eS_z-g_mI_z-g_pK_z)+A_m\,\mathbf S\cdot\mathbf I+A_p\,\mathbf S\cdot\mathbf K .$$

$B$ is the field strength, the $g$'s absorb the magnetons, and $A_m,A_p$ are the hyperfine constants in energy units. With $F_z=S_z+I_z+K_z$, $[F_z,H]=0$, so the block can be diagonalised alone. This fails once a term such as $S_zI_x$ is added, as an anisotropic hyperfine tensor can do.

The distinctness carries no lower bound on the gap. At high field the gap can be far smaller than either hyperfine constant, so two levels can still look degenerate when the solver's error exceeds the gap.

## From the commutators to three distinct energies

The Zeeman terms commute with $F_z$. In $\mathbf S\cdot\mathbf I=S_zI_z+\tfrac12(S_+I_-+S_-I_+)$ each flip-flop term raises one spin and lowers the other, and the same holds for $\mathbf S\cdot\mathbf K$. Hence $[F_z,H]=0$. In contrast,

$$[F_z,S_zI_x]=S_z[I_z,I_x]=iS_zI_y\neq0 .$$

Number the states with one spin down 0, 1, 2 for electron, muon and proton down. The block is

$$\begin{pmatrix}E_0&A_m/2&A_p/2\\A_m/2&E_1&0\\A_p/2&0&E_2\end{pmatrix},$$

$$\begin{aligned}E_0&=-\tfrac B2(g_e+g_m+g_p)-\tfrac14(A_m+A_p),\\E_1&=\tfrac B2(g_e+g_m-g_p)-\tfrac14(A_m-A_p),\\E_2&=\tfrac B2(g_e-g_m+g_p)+\tfrac14(A_m-A_p).\end{aligned}$$

Since $E_1-E_2=B(g_m-g_p)-\tfrac12(A_m-A_p)$, the electron-up entries coincide exactly when $2B(g_m-g_p)=A_m-A_p$.

Let $x$ and $y$ solve the eigenvalue equation at the same energy $E$, and write $d_{ij}=x_iy_j-x_jy_i$. Multiply row 1 for $x$ by $y_1$, row 1 for $y$ by $x_1$, and subtract: $\tfrac12A_md_{01}=0$. Row 2 gives $\tfrac12A_pd_{02}=0$ in the same way. Row 0, multiplied by $y_1$ and $x_1$, gives

$$(E_0-E)\,d_{01}-\tfrac12A_pd_{12}=0 .$$

With $A_m,A_p\neq0$ all $d_{ij}$ vanish, so $x$ and $y$ are parallel. A repeated eigenvalue of a Hermitian matrix would supply two orthonormal eigenvectors, which cannot be parallel. The three eigenvalues are therefore distinct, even where $E_1=E_2$.

At that coincidence $(0,A_p,-A_m)/\sqrt{A_m^2+A_p^2}$ is an eigenvector with energy $E_1$: its couplings to the electron-down state cancel. If instead $A_m=0$ and $B=0$, the states $(0,1,0)$ and $(1,0,1)/\sqrt2$ share the energy $A_p/4$, so the condition on $A_m$ is needed.

## The Lean file

```lean
import Mathlib

open Matrix
open scoped Kronecker

namespace MuonProtonElectronSpins

noncomputable section

set_option maxHeartbeats 400000

/-- Product states of electron, muon and proton, in this order; 0 is spin up, 1 is spin down. -/
abbrev Spins := Fin 2 × Fin 2 × Fin 2

/-- Magnetic quantum number of a single spin 1/2. -/
def mz : Fin 2 → ℂ := ![1/2, -1/2]

/-- Spin-1/2 matrix along x. -/
def sx : Matrix (Fin 2) (Fin 2) ℂ := !![0, 1/2; 1/2, 0]

/-- Spin-1/2 matrix along y. -/
def sy : Matrix (Fin 2) (Fin 2) ℂ := !![0, -Complex.I/2; Complex.I/2, 0]

/-- Spin-1/2 matrix along z. -/
def sz : Matrix (Fin 2) (Fin 2) ℂ := diagonal mz

/-- The product operator with `a` on the electron, `b` on the muon and `c` on the proton. -/
def op (a b c : Matrix (Fin 2) (Fin 2) ℂ) : Matrix Spins Spins ℂ := a ⊗ₖ (b ⊗ₖ c)

/-- Total spin projection Fz = Sz + Iz + Kz. -/
def Fz : Matrix Spins Spins ℂ := op sz 1 1 + op 1 sz 1 + op 1 1 sz

/-- Magnetic couplings, hyperfine constants and field strength. -/
structure Couplings where
  ge : ℝ
  gm : ℝ
  gp : ℝ
  Am : ℝ
  Ap : ℝ
  B : ℝ

/-- H = B (ge Sz - gm Iz - gp Kz) + Am S·I + Ap S·K. -/
def H (p : Couplings) : Matrix Spins Spins ℂ :=
  (p.B : ℂ) • ((p.ge : ℂ) • op sz 1 1 - (p.gm : ℂ) • op 1 sz 1 - (p.gp : ℂ) • op 1 1 sz)
    + (p.Am : ℂ) • (op sx sx 1 + op sy sy 1 + op sz sz 1)
    + (p.Ap : ℂ) • (op sx 1 sx + op sy 1 sy + op sz 1 sz)

/-- The product states with one spin down: electron, muon or proton. -/
def half : Fin 3 → Spins := ![(1, 0, 0), (0, 1, 0), (0, 0, 1)]

/-- The Hamiltonian restricted to the three product states with one spin down. -/
def block (p : Couplings) : Matrix (Fin 3) (Fin 3) ℂ := (H p).submatrix half half

/-- Diagonal energy of the state with the electron down. -/
def eDown (p : Couplings) : ℝ := -p.B * (p.ge + p.gm + p.gp) / 2 - (p.Am + p.Ap) / 4

/-- Diagonal energy of the state with the muon down. -/
def eMuon (p : Couplings) : ℝ := p.B * (p.ge + p.gm - p.gp) / 2 - (p.Am - p.Ap) / 4

/-- Diagonal energy of the state with the proton down. -/
def eProton (p : Couplings) : ℝ := p.B * (p.ge - p.gm + p.gp) / 2 + (p.Am - p.Ap) / 4

/-- Fz is diagonal in the product states, with the sum of the three projections as entries. -/
theorem Fz_eq : Fz = diagonal (fun i : Spins => mz i.1 + mz i.2.1 + mz i.2.2) := by
  ext ⟨a, b, c⟩ ⟨a', b', c'⟩
  by_cases ha : a = a' <;> by_cases hb : b = b' <;> by_cases hc : c = c' <;>
    simp [Fz, op, sz, kroneckerMap_apply, one_apply, ha, hb, hc]

/-- A state has Fz = 1/2 exactly when it is a superposition of the states listed in `half`. -/
theorem Fz_half_iff (ψ : Spins → ℂ) :
    Fz *ᵥ ψ = (1/2 : ℂ) • ψ ↔ ∀ i, (¬ ∃ k, half k = i) → ψ i = 0 := by
  have key : ∀ i : Spins, (∃ k, half k = i) ↔
      (i = (1, 0, 0) ∨ i = (0, 1, 0) ∨ i = (0, 0, 1)) := by decide
  have hm : ∀ i : Spins, mz i.1 + mz i.2.1 + mz i.2.2 = 1/2 ↔ ∃ k, half k = i := by
    intro i
    rw [key]
    obtain ⟨a, b, c⟩ := i
    fin_cases a <;> fin_cases b <;> fin_cases c <;> norm_num [mz]
  rw [Fz_eq]
  constructor
  · intro h i hi
    have h1 := congrFun h i
    rw [mulVec_diagonal, Pi.smul_apply, smul_eq_mul] at h1
    have h2 : (mz i.1 + mz i.2.1 + mz i.2.2 - 1/2) * ψ i = 0 := by linear_combination h1
    exact (mul_eq_zero.1 h2).resolve_left (sub_ne_zero.2 fun h' => hi ((hm i).1 h'))
  · intro h
    ext i
    rw [mulVec_diagonal, Pi.smul_apply, smul_eq_mul]
    by_cases hi : ∃ k, half k = i
    · rw [(hm i).2 hi]
    · rw [h i hi, mul_zero, mul_zero]

/-- The Hamiltonian conserves the total spin projection Fz. -/
theorem Fz_commute_H (p : Couplings) : Fz * H p = H p * Fz := by
  rw [Fz_eq]
  ext ⟨a, b, c⟩ ⟨a', b', c'⟩
  rw [diagonal_mul, mul_diagonal]
  fin_cases a <;> fin_cases b <;> fin_cases c <;> fin_cases a' <;> fin_cases b' <;>
    fin_cases c' <;> simp [H, op, sx, sy, sz, mz, kroneckerMap_apply] <;>
    (try ring_nf) <;> (try simp only [Complex.I_sq]) <;> (try ring)

/-- [Fz, Sz Ix] = i Sz Iy, and this commutator is not zero. -/
theorem Fz_commutator_SzIx :
    Fz * op sz sx 1 - op sz sx 1 * Fz = Complex.I • op sz sy 1 ∧
      Fz * op sz sx 1 - op sz sx 1 * Fz ≠ 0 := by
  have h : Fz * op sz sx 1 - op sz sx 1 * Fz = Complex.I • op sz sy 1 := by
    rw [Fz_eq]
    ext ⟨a, b, c⟩ ⟨a', b', c'⟩
    rw [Matrix.sub_apply, diagonal_mul, mul_diagonal]
    fin_cases a <;> fin_cases b <;> fin_cases c <;> fin_cases a' <;> fin_cases b' <;>
      fin_cases c' <;> simp [op, sx, sy, sz, mz, kroneckerMap_apply] <;>
      (try ring_nf) <;> (try simp only [Complex.I_sq]) <;> (try ring)
  refine ⟨h, fun h0 => ?_⟩
  rw [h] at h0
  have h1 := congrFun (congrFun h0 (0, 0, 0)) (0, 1, 0)
  simp [op, sy, sz, mz, kroneckerMap_apply] at h1

/-- The Fz = 1/2 block written out: the diagonal energies are eDown, eMuon and eProton, the
electron-down state has matrix elements Am/2 and Ap/2 with the muon-down and proton-down states, and
the matrix element between those two is zero. -/
theorem block_eq (p : Couplings) : block p =
    !![(eDown p : ℂ), (p.Am : ℂ) / 2, (p.Ap : ℂ) / 2;
       (p.Am : ℂ) / 2, (eMuon p : ℂ), 0;
       (p.Ap : ℂ) / 2, 0, (eProton p : ℂ)] := by
  ext i j
  fin_cases i <;> fin_cases j <;>
    simp [block, half, H, op, sx, sy, sz, mz, kroneckerMap_apply, eDown, eMuon, eProton] <;>
    (try ring_nf) <;> (try simp only [Complex.I_sq]) <;> (try ring)

/-- The Fz = 1/2 block is Hermitian. -/
theorem block_isHermitian (p : Couplings) : (block p).IsHermitian := by
  rw [block_eq]
  ext i j
  fin_cases i <;> fin_cases j <;> simp [conjTranspose_apply]

/-- The two electron-up diagonal entries coincide exactly when 2B(gm - gp) = Am - Ap. -/
theorem electron_up_coincide_iff (p : Couplings) :
    block p 1 1 = block p 2 2 ↔ 2 * p.B * (p.gm - p.gp) = p.Am - p.Ap := by
  have h1 : block p 1 1 = (eMuon p : ℂ) := by rw [block_eq]; simp
  have h2 : block p 2 2 = (eProton p : ℂ) := by rw [block_eq]; simp
  rw [h1, h2, Complex.ofReal_inj, eMuon, eProton]
  constructor <;> intro h <;> linarith

/-- With both hyperfine constants nonzero, two solutions of the eigenvalue equation of the block
at the same energy are parallel: all their 2×2 minors vanish. -/
theorem eigenvectors_parallel (p : Couplings) (hm : p.Am ≠ 0) (hp : p.Ap ≠ 0) {E : ℝ}
    {x y : Fin 3 → ℂ} (hx : block p *ᵥ x = E • x) (hy : block p *ᵥ y = E • y) :
    ∀ i j, x i * y j = x j * y i := by
  have rows : ∀ z : Fin 3 → ℂ, block p *ᵥ z = E • z →
      ((eDown p : ℂ) * z 0 + (p.Am : ℂ) / 2 * z 1 + (p.Ap : ℂ) / 2 * z 2 = E * z 0) ∧
      ((p.Am : ℂ) / 2 * z 0 + (eMuon p : ℂ) * z 1 = E * z 1) ∧
      ((p.Ap : ℂ) / 2 * z 0 + (eProton p : ℂ) * z 2 = E * z 2) := by
    intro z h
    rw [block_eq] at h
    exact ⟨by simpa [mulVec, dotProduct, Fin.sum_univ_three] using congrFun h 0,
      by simpa [mulVec, dotProduct, Fin.sum_univ_three] using congrFun h 1,
      by simpa [mulVec, dotProduct, Fin.sum_univ_three] using congrFun h 2⟩
  obtain ⟨x0, x1, x2⟩ := rows x hx
  obtain ⟨y0, y1, y2⟩ := rows y hy
  have hm' : (p.Am : ℂ) ≠ 0 := Complex.ofReal_ne_zero.2 hm
  have hp' : (p.Ap : ℂ) ≠ 0 := Complex.ofReal_ne_zero.2 hp
  -- the electron-up rows fix the minors that contain the electron-down amplitude
  have d01 : x 0 * y 1 = x 1 * y 0 := mul_left_cancel₀ hm' (by
    linear_combination 2 * y 1 * x1 - 2 * x 1 * y1)
  have d02 : x 0 * y 2 = x 2 * y 0 := mul_left_cancel₀ hp' (by
    linear_combination 2 * y 2 * x2 - 2 * x 2 * y2)
  -- the electron-down row then fixes the last minor
  have d12 : x 1 * y 2 = x 2 * y 1 := mul_left_cancel₀ hp' (by
    linear_combination -2 * y 1 * x0 + 2 * x 1 * y0 + 2 * ((eDown p : ℂ) - E) * d01)
  intro i j
  fin_cases i <;> fin_cases j <;>
    first
    | rfl
    | exact d01
    | exact d01.symm
    | exact d02
    | exact d02.symm
    | exact d12
    | exact d12.symm

/-- With both hyperfine constants nonzero, the three eigenvalues of the Fz = 1/2 block are
pairwise distinct, at every field. -/
theorem levels_simple (p : Couplings) (hm : p.Am ≠ 0) (hp : p.Ap ≠ 0) :
    Function.Injective (block_isHermitian p).eigenvalues := by
  intro i j hij
  by_contra hne
  have hi := (block_isHermitian p).mulVec_eigenvectorBasis i
  have hj := (block_isHermitian p).mulVec_eigenvectorBasis j
  rw [← hij] at hj
  have par := eigenvectors_parallel p hm hp hi hj
  have o := (block_isHermitian p).eigenvectorBasis.orthonormal
  generalize (block_isHermitian p).eigenvectorBasis = v at par o
  have h1 : inner ℂ (v j) (v j) = 1 := by
    rw [inner_self_eq_norm_sq_to_K, o.1 j]; simp
  have h0 : inner ℂ (v j) (v i) = 0 := o.2 (Ne.symm hne)
  -- parallel and orthogonal vectors cannot both be normalised
  have hz : ∀ k, v i k = 0 := by
    intro k
    have h : (v i k) • v j = (v j k) • v i := PiLp.ext fun l => by
      rw [PiLp.smul_apply, PiLp.smul_apply, smul_eq_mul, smul_eq_mul]
      linear_combination par k l
    have h2 := congrArg (fun w => inner ℂ (v j) w) h
    simpa only [inner_smul_right, h1, h0, mul_one, mul_zero] using h2
  exact o.ne_zero i (PiLp.ext fun k => by simpa using hz k)

/-- When the electron-up diagonal entries coincide, the electron-up superposition with amplitudes
Ap and -Am solves the eigenvalue equation at their common energy. -/
theorem electron_up_eigenvector (p : Couplings)
    (h : 2 * p.B * (p.gm - p.gp) = p.Am - p.Ap) :
    block p *ᵥ ![0, (p.Ap : ℂ), -(p.Am : ℂ)] =
      (eMuon p : ℂ) • ![0, (p.Ap : ℂ), -(p.Am : ℂ)] := by
  have hE : eProton p = eMuon p := by rw [eProton, eMuon]; linarith
  rw [block_eq, hE]
  ext i
  fin_cases i <;> simp [mulVec, dotProduct, Fin.sum_univ_three]
  ring

/-- Without field and without muon hyperfine coupling, the vectors (0,1,0) and (1,0,1) of the
block both have energy Ap/4. -/
theorem degenerate_without_muon_coupling (p : Couplings) (hB : p.B = 0) (hm : p.Am = 0) :
    block p *ᵥ ![0, 1, 0] = ((p.Ap : ℂ) / 4) • ![0, 1, 0] ∧
      block p *ᵥ ![1, 0, 1] = ((p.Ap : ℂ) / 4) • ![1, 0, 1] := by
  rw [block_eq]
  constructor <;> ext i <;> fin_cases i <;>
    simp [mulVec, dotProduct, Fin.sum_univ_three, eDown, eMuon, eProton, hB, hm] <;> ring

end

end MuonProtonElectronSpins
```

```lean
#print axioms MuonProtonElectronSpins.electron_up_coincide_iff
-- 'MuonProtonElectronSpins.electron_up_coincide_iff' depends on axioms: [propext, Classical.choice, Quot.sound]
#print axioms MuonProtonElectronSpins.levels_simple
-- 'MuonProtonElectronSpins.levels_simple' depends on axioms: [propext, Classical.choice, Quot.sound]
#print axioms MuonProtonElectronSpins.electron_up_eigenvector
-- 'MuonProtonElectronSpins.electron_up_eigenvector' depends on axioms: [propext, Classical.choice, Quot.sound]
#print axioms MuonProtonElectronSpins.degenerate_without_muon_coupling
-- 'MuonProtonElectronSpins.degenerate_without_muon_coupling' depends on axioms: [propext, Classical.choice, Quot.sound]
```

## How the theorems match the physics, and their range

`Spins` labels the eight product states, with 0 for spin up, and `op` forms Kronecker products. `Couplings` holds six arbitrary real numbers. `block` is the submatrix of `H` on the states in `half`; `Fz_half_iff` shows that these span the whole $F_z=1/2$ eigenspace. `eDown`, `eMuon` and `eProton` are $E_0,E_1,E_2$.

`Fz_commute_H`, `Fz_commutator_SzIx` and `block_eq` are checked entry by entry through `fin_cases`. `electron_up_coincide_iff` compares the two diagonal entries. In `eigenvectors_parallel`, the `linear_combination` steps are the row subtractions above, and `mul_left_cancel₀` divides by the nonzero constants.

`levels_simple` says that the eigenvalue list, which counts multiplicity, is injective. Its proof takes inner products of two parallel basis vectors with one of them, which forces the other to vanish. `electron_up_eigenvector` and `degenerate_without_muon_coupling` use unnormalised vectors.

The distinctness concerns this block only; levels with different $F_z$ may cross. The model has a single proton, isotropic couplings and no direct muon–proton interaction, and the nonzero hyperfine constants are assumed, not derived from an electronic structure.
